# Variational collapse from a coefficient vector with zero overlap norm and negative Hamiltonian form

A variational code that trusts every decrease in energy can accept a meaningless result when its basis is nearly linearly dependent. Rounding may leave the computed overlap matrix singular or indefinite. The quotient being minimised may then have no minimum, and a better optimiser only moves further down. The result below gives a condition on the two stored matrices under which this happens, and a condition under which it cannot.

## The collapse condition and the opposing bound

Let $H$ and $S$ be real square matrices of the same size: the Hamiltonian and overlap matrices as the code holds them. For a coefficient vector $c$ write

$$q_A(c)=c^TAc,\qquad E(c)=\frac{q_H(c)}{q_S(c)} .$$

**Collapse.** Suppose that $q_S(z)=0$ and $q_H(z)<0$ for some $z$, and that $q_S(w)>0$ for some $w$. Then for every real number $E_0$ there is a vector $c$ with $q_S(c)>0$ and $E(c)<E_0$.

**Bound.** Suppose that $q_S(x)\ge s>0$ and $q_H(x)\ge -h$, with $h\ge 0$, whenever $x^Tx=1$. Then $E(c)\ge -h/s$ for every $c\neq 0$.

The vector $w$ is easily found: any basis function with a positive diagonal overlap element supplies one. The vector $z$ is an artefact. With exact integrals, $q_S(z)=0$ means that the function represented by $z$ vanishes, so $q_H(z)$ vanishes too. A negative $q_H(z)$ signals that the errors in $H$ and $S$ are inconsistent.

## Where an electronic-structure code needs a positive overlap

Any code that minimises $E(c)$ in a finite, real, non-orthogonal basis relies on the quotient being bounded below. This applies to a one-electron problem, to a configuration-interaction matrix, and to the lowest orbital in a single self-consistent-field step, with the Fock matrix held fixed in the role of $H$. A Cholesky-based eigensolver will often stop when $S$ is not positive definite. A general solver may still return finite eigenvalues, but after a collapse none of them is the minimum of $E(c)$.

For symmetric $H$ and $S$, the bound describes what is gained by discarding the eigenvectors of $S$ whose eigenvalues lie below a positive threshold. In orthonormal coordinates on the retained space, $s$ can be the smallest retained eigenvalue, and $-h$ any nonpositive lower bound on the eigenvalues of the projected $H$. The bound can be very weak: $h=10$ and $s=10^{-6}$ give only $E\ge -10^7$. A threshold therefore prevents an unbounded energy without ensuring an accurate one.

## From a line of trial vectors to the collapse

Define the mixed term $b_A(z,w)=z^TAw+w^TAz$. Multiplying out gives, for real $t$,

$$q_A(z+tw)=q_A(z)+t\,b_A(z,w)+t^2q_A(w).$$

Take $z$ and $w$ as in the collapse condition, and assume first that $b_S(z,w)\ge 0$. For $t>0$,

$$q_S(z+tw)=t\,b_S(z,w)+t^2q_S(w)>0,$$

and this tends to zero as $t\to0^+$. Meanwhile $q_H(z+tw)\to q_H(z)<0$. A numerator with a negative limit is divided by a positive quantity that tends to zero, so $E(z+tw)\to-\infty$.

If $b_S(z,w)<0$, replace $w$ by $-w$. This leaves $q_S(w)$ unchanged and reverses the sign of the mixed term, so the first case applies.

**Indefinite overlap.** Let $q_S(v)<0<q_S(w)$, and write $b=b_S(v,w)$. The polynomial $q_S(v)+tb+t^2q_S(w)$ has discriminant $D=b^2-4q_S(v)q_S(w)>0$ and a root

$$t=\frac{-b+\sqrt D}{2q_S(w)}.$$

Hence $z=v+tw$ has $q_S(z)=0$. It is not the zero vector, since $v=-tw$ would give $q_S(v)=t^2q_S(w)\ge0$. If $q_H$ is negative on all nonzero vectors, then $q_H(z)<0$ and the energy collapses. An indefinite $S$ alone is not enough: for $H=S$ the quotient equals 1 wherever it is defined.

**Positive overlap.** For $c\ne0$ put $r=\sqrt{c^Tc}$ and $x=c/r$. Both forms scale by $r^2$, so $E(c)=q_H(x)/q_S(x)$. Since $q_S(x)\ge s$ and $h\ge0$,

$$-\frac hs\,q_S(x)\le-h\le q_H(x).$$

Division by $q_S(x)>0$ gives the bound.

**One function entered twice.** Number the two copies 0 and 1, and let

$$S=\begin{pmatrix}1&1\\1&1\end{pmatrix},\qquad H=\begin{pmatrix}a&b\\b&a\end{pmatrix},$$

where $b$ is now a matrix element. Then $q_S(c)=(c_0+c_1)^2$ and $q_H(c)=a(c_0^2+c_1^2)+2bc_0c_1$. For $z=(1,-1)$ these give $q_S(z)=0$ and $q_H(z)=2(a-b)$, or $a-b$ after scaling $z$ to Euclidean length one. The vector $w=(1,0)$ has $q_S(w)=1$. If $a<b$, the energy therefore collapses. If $b\le a$, then

$$q_H(c)-b\,q_S(c)=(a-b)(c_0^2+c_1^2)\ge0,$$

so $E(c)\ge b$ whenever $q_S(c)>0$. Exact duplication, $a=b$, gives $E(c)=a$ wherever the quotient is defined. An error of any size that makes $a<b$, with $S$ left as it is, removes the lower bound.

## The Lean file

```lean
import Mathlib

open Matrix Filter Topology

namespace OverlapCollapse

noncomputable section

variable {n : Type*} [Fintype n]

/-- The quadratic form `cᵀ A c` of a real matrix in the coefficient vector `c`. -/
def quad (A : Matrix n n ℝ) (c : n → ℝ) : ℝ := c ⬝ᵥ A *ᵥ c

/-- The mixed term `zᵀ A w + wᵀ A z` of two coefficient vectors. -/
def cross (A : Matrix n n ℝ) (z w : n → ℝ) : ℝ := z ⬝ᵥ A *ᵥ w + w ⬝ᵥ A *ᵥ z

/-- The energy quotient `cᵀ H c / cᵀ S c` of a trial vector, meaningful for `cᵀ S c ≠ 0`. -/
def energy (H S : Matrix n n ℝ) (c : n → ℝ) : ℝ := quad H c / quad S c

/-- Along the line `z + t w` a quadratic form is a quadratic polynomial in `t`. -/
theorem quad_line (A : Matrix n n ℝ) (z w : n → ℝ) (t : ℝ) :
    quad A (z + t • w) = quad A z + t * cross A z w + t ^ 2 * quad A w := by
  simp only [quad, cross, Matrix.mulVec_add, Matrix.mulVec_smul, add_dotProduct,
    dotProduct_add, smul_dotProduct, dotProduct_smul, smul_eq_mul]
  ring

/-- Let `z` have zero overlap norm and negative Hamiltonian form, and let `w` have positive
overlap norm and a nonnegative mixed overlap term with `z`. Then the energy of `z + t w` tends
to minus infinity as `t` decreases to zero. -/
theorem energy_tendsto_atBot (H S : Matrix n n ℝ) {z w : n → ℝ}
    (hz : quad S z = 0) (hH : quad H z < 0) (hw : 0 < quad S w) (hc : 0 ≤ cross S z w) :
    Tendsto (fun t : ℝ => energy H S (z + t • w)) (𝓝[>] 0) atBot := by
  -- the numerator tends to a negative number
  have hnum : Tendsto (fun t : ℝ => quad H (z + t • w)) (𝓝[>] 0) (𝓝 (quad H z)) := by
    simp only [quad_line]
    have hcont : Continuous fun t : ℝ =>
        quad H z + t * cross H z w + t ^ 2 * quad H w := by fun_prop
    exact (hcont.tendsto' 0 _ (by ring)).mono_left nhdsWithin_le_nhds
  -- the squared norm tends to zero through positive values
  have hden : Tendsto (fun t : ℝ => quad S (z + t • w)) (𝓝[>] 0) (𝓝[>] 0) := by
    simp only [quad_line, hz]
    have hcont : Continuous fun t : ℝ =>
        0 + t * cross S z w + t ^ 2 * quad S w := by fun_prop
    refine tendsto_nhdsWithin_iff.mpr
      ⟨(hcont.tendsto' 0 _ (by ring)).mono_left nhdsWithin_le_nhds, ?_⟩
    filter_upwards [self_mem_nhdsWithin] with t ht
    have ht' : 0 < t := ht
    have h1 : 0 ≤ t * cross S z w := mul_nonneg ht'.le hc
    have h2 : 0 < t ^ 2 * quad S w := mul_pos (pow_pos ht' 2) hw
    show 0 < 0 + t * cross S z w + t ^ 2 * quad S w
    linarith
  have hinv := tendsto_inv_nhdsGT_zero.comp hden
  simpa only [energy, div_eq_mul_inv, Function.comp_def] using hnum.neg_mul_atTop hH hinv

/-- Variational collapse: if some vector has zero overlap norm and negative Hamiltonian form,
and some vector has positive overlap norm, then trial vectors of positive overlap norm reach
energies below any given value. -/
theorem variational_collapse (H S : Matrix n n ℝ) {z w : n → ℝ}
    (hz : quad S z = 0) (hH : quad H z < 0) (hw : 0 < quad S w) (E : ℝ) :
    ∃ c, 0 < quad S c ∧ energy H S c < E := by
  -- first the case in which `w` points to the favourable side
  have key : ∀ u : n → ℝ, 0 < quad S u → 0 ≤ cross S z u →
      ∃ c, 0 < quad S c ∧ energy H S c < E := by
    intro u hu hc
    have hlow := (energy_tendsto_atBot H S hz hH hu hc).eventually (eventually_lt_atBot E)
    obtain ⟨t, htE, ht⟩ := (hlow.and self_mem_nhdsWithin).exists
    have ht' : 0 < t := ht
    refine ⟨z + t • u, ?_, htE⟩
    rw [quad_line, hz]
    have h1 : 0 ≤ t * cross S z u := mul_nonneg ht'.le hc
    have h2 : 0 < t ^ 2 * quad S u := mul_pos (pow_pos ht' 2) hu
    linarith
  rcases le_total 0 (cross S z w) with hc | hc
  · exact key w hw hc
  · -- otherwise reverse the direction of `w`
    have h1 : quad S (-w) = quad S w := by
      simp only [quad, Matrix.mulVec_neg, neg_dotProduct, dotProduct_neg, neg_neg]
    have h2 : cross S z (-w) = -cross S z w := by
      simp only [cross, Matrix.mulVec_neg, neg_dotProduct, dotProduct_neg]
      ring
    exact key (-w) (by rw [h1]; exact hw) (by rw [h2]; linarith)

/-- If the overlap form takes a negative and a positive value, then some nonzero vector has
zero overlap norm. -/
theorem exists_neutral (S : Matrix n n ℝ) {v w : n → ℝ}
    (hv : quad S v < 0) (hw : 0 < quad S w) : ∃ z, z ≠ 0 ∧ quad S z = 0 := by
  have hD : 0 ≤ cross S v w ^ 2 - 4 * quad S v * quad S w := by
    nlinarith [sq_nonneg (cross S v w), mul_pos (neg_pos.mpr hv) hw]
  have hr := Real.mul_self_sqrt hD
  set r := Real.sqrt (cross S v w ^ 2 - 4 * quad S v * quad S w)
  -- the root of the quadratic polynomial on the line through `v` along `w`
  obtain ⟨t, ht⟩ : ∃ t : ℝ, 2 * quad S w * t = r - cross S v w :=
    ⟨(r - cross S v w) / (2 * quad S w), mul_div_cancel₀ _ (by positivity)⟩
  refine ⟨v + t • w, ?_, ?_⟩
  · intro h0
    have hvw : v = (-t) • w := by
      rw [neg_smul]
      exact eq_neg_of_add_eq_zero_left h0
    have hq : quad S v = t ^ 2 * quad S w := by
      rw [hvw]
      simp only [quad, Matrix.mulVec_smul, smul_dotProduct, dotProduct_smul, smul_eq_mul]
      ring
    have hpos : 0 ≤ t ^ 2 * quad S w := by positivity
    linarith
  · rw [quad_line]
    have h4 : 4 * quad S w *
        (quad S v + t * cross S v w + t ^ 2 * quad S w) = 0 := by
      linear_combination hr + (2 * quad S w * t + r + cross S v w) * ht
    exact (mul_eq_zero.mp h4).resolve_left (by positivity)

/-- If the overlap form takes both signs and the Hamiltonian form is negative on all nonzero
vectors, then the energy is unbounded below on vectors of positive overlap norm. -/
theorem indefinite_collapse (H S : Matrix n n ℝ) {v w : n → ℝ}
    (hH : ∀ x, x ≠ 0 → quad H x < 0) (hv : quad S v < 0) (hw : 0 < quad S w) (E : ℝ) :
    ∃ c, 0 < quad S c ∧ energy H S c < E := by
  obtain ⟨z, hz0, hz⟩ := exists_neutral S hv hw
  exact variational_collapse H S hz (hH z hz0) hw E

/-- If on unit vectors the overlap form is at least `s > 0` and the Hamiltonian form at least
`-h` with `h ≥ 0`, then every nonzero trial vector has energy at least `-h / s`. -/
theorem energy_lower_bound (H S : Matrix n n ℝ) {s h : ℝ} (hs : 0 < s) (hh : 0 ≤ h)
    (hS : ∀ x, x ⬝ᵥ x = 1 → s ≤ quad S x) (hH : ∀ x, x ⬝ᵥ x = 1 → -h ≤ quad H x)
    {c : n → ℝ} (hc : c ≠ 0) : -(h / s) ≤ energy H S c := by
  have h0 : 0 ≤ c ⬝ᵥ c := Finset.sum_nonneg fun i _ => mul_self_nonneg (c i)
  have hn : 0 < c ⬝ᵥ c := lt_of_le_of_ne h0 (Ne.symm (mt dotProduct_self_eq_zero.mp hc))
  -- normalise the trial vector
  obtain ⟨r, hr, hrr⟩ : ∃ r : ℝ, 0 < r ∧ r * r = c ⬝ᵥ c :=
    ⟨Real.sqrt (c ⬝ᵥ c), Real.sqrt_pos.mpr hn, Real.mul_self_sqrt h0⟩
  have hunit : (r⁻¹ • c) ⬝ᵥ (r⁻¹ • c) = 1 := by
    simp only [smul_dotProduct, dotProduct_smul, smul_eq_mul]
    rw [← hrr]
    field_simp
  have hscale : ∀ A : Matrix n n ℝ, quad A c = r ^ 2 * quad A (r⁻¹ • c) := by
    intro A
    simp only [quad, Matrix.mulVec_smul, smul_dotProduct, dotProduct_smul, smul_eq_mul]
    field_simp
  have hSu := hS _ hunit
  have hHu := hH _ hunit
  have hp : 0 < quad S (r⁻¹ • c) := lt_of_lt_of_le hs hSu
  rw [energy, hscale H, hscale S, mul_div_mul_left _ _ (pow_ne_zero 2 hr.ne'),
    le_div_iff₀ hp]
  have h1 : h / s * s ≤ h / s * quad S (r⁻¹ • c) :=
    mul_le_mul_of_nonneg_left hSu (div_nonneg hh hs.le)
  rw [div_mul_cancel₀ h hs.ne'] at h1
  linarith

/-- For a normalised basis function entered twice, with Hamiltonian elements `a` on the diagonal
and `b` off it, the energy on vectors of positive overlap norm is bounded below exactly when
`b ≤ a`. -/
theorem duplicated_function (a b : ℝ) :
    (∃ E, ∀ c : Fin 2 → ℝ, 0 < quad !![1, 1; 1, 1] c →
      E ≤ energy !![a, b; b, a] !![1, 1; 1, 1] c) ↔ b ≤ a := by
  have hq : ∀ (p q : ℝ) (c : Fin 2 → ℝ),
      quad !![p, q; q, p] c = p * c 0 ^ 2 + 2 * q * (c 0 * c 1) + p * c 1 ^ 2 := by
    intro p q c
    simp [quad, Matrix.mulVec, dotProduct, Fin.sum_univ_two]
    ring
  constructor
  · rintro ⟨E, hE⟩
    by_contra hab
    -- the difference of the two copies has zero norm and negative Hamiltonian form
    have hz : ∀ p q : ℝ, quad !![p, q; q, p] ![1, -1] = 2 * (p - q) := by
      intro p q
      rw [hq]
      simp only [Matrix.cons_val_zero, Matrix.cons_val_one]
      ring
    have hw : quad !![(1 : ℝ), 1; 1, 1] ![1, 0] = 1 := by
      rw [hq]
      simp only [Matrix.cons_val_zero, Matrix.cons_val_one]
      ring
    obtain ⟨c, hc, hlt⟩ := variational_collapse !![a, b; b, a] !![1, 1; 1, 1]
      (z := ![1, -1]) (w := ![1, 0]) (by rw [hz]; ring)
      (by rw [hz]; linarith [not_le.mp hab]) (by rw [hw]; exact one_pos) E
    exact not_lt_of_ge (hE c hc) hlt
  · intro hab
    refine ⟨b, fun c hc => ?_⟩
    rw [energy, le_div_iff₀ hc, hq, hq]
    nlinarith [mul_nonneg (sub_nonneg.mpr hab)
      (add_nonneg (sq_nonneg (c 0)) (sq_nonneg (c 1)))]

end

end OverlapCollapse
```

```lean
#print axioms OverlapCollapse.variational_collapse
#print axioms OverlapCollapse.indefinite_collapse
#print axioms OverlapCollapse.energy_lower_bound
#print axioms OverlapCollapse.duplicated_function
```

```
'OverlapCollapse.variational_collapse' depends on axioms: [propext, Classical.choice, Quot.sound]
'OverlapCollapse.indefinite_collapse' depends on axioms: [propext, Classical.choice, Quot.sound]
'OverlapCollapse.energy_lower_bound' depends on axioms: [propext, Classical.choice, Quot.sound]
'OverlapCollapse.duplicated_function' depends on axioms: [propext, Classical.choice, Quot.sound]
```

## What the theorems guarantee about the stored matrices

The type `Matrix n n ℝ` is a real matrix whose rows and columns are labelled by the finite basis `n`, and `n → ℝ` is the type of coefficient vectors. The definitions `quad`, `cross` and `energy` are $q_A$, $b_A$ and $E$. Symmetry is not assumed anywhere, so the theorems hold in particular for the symmetric matrices of a real basis.

In `variational_collapse`, the hypotheses `hz`, `hH` and `hw` are the three conditions on $z$ and $w$, and the argument `E` is the arbitrary energy $E_0$. The conclusion supplies a vector that satisfies both `0 < quad S c` and `energy H S c < E`. The low energies thus belong to vectors that pass a check for positive norm.

The theorem `indefinite_collapse` replaces the neutral vector by an overlap form of both signs, but requires `quad H x < 0` for every nonzero `x`. With exact integrals and a linearly independent basis, this condition would mean that every nonzero combination has a negative energy expectation value. A large Gaussian basis usually contains combinations dominated by kinetic energy, for which this fails. In that case `variational_collapse` still applies if a suitable $z$ can be found.

In `energy_lower_bound`, the condition `x ⬝ᵥ x = 1` fixes the Euclidean length of the coefficients, not the overlap norm. The constants `s` and `h` are assumed; a code has to obtain them from eigenvalues or other estimates. The theorem `duplicated_function` is the two-by-two example, where the energies are bounded below exactly when `b ≤ a`.

All of this concerns given matrices of real numbers. There is no model of floating-point operations, so the theorems do not say how often rounding produces a harmful $z$, or whether a particular optimiser will find the descending path. Nor do they compare $E(c)$ with the ground-state energy of the underlying Hamiltonian. Complex Hermitian matrices, as used for periodic systems, are not covered directly, but each can be rewritten as a real symmetric matrix of twice the size with the same quadratic form.

## How the lemmas carry out the calculation

The lemma `quad_line` is the expansion along $z+tw$: `simp only` distributes the products, and `ring` collects the powers of $t$. The lemma `energy_tendsto_atBot` takes the limit for a nonnegative mixed term. In `variational_collapse`, the local statement `key` turns that limit into a trial vector, and `le_total` separates the two signs of the mixed term. The second case applies `key` to `-w`.

For an indefinite overlap, `exists_neutral` introduces the root through the equation $2q_S(w)t=\sqrt D-b_S(v,w)$. The `linear_combination` step is completion of the square: it shows that $4q_S(w)$ times the polynomial is zero, and the positive factor is then removed. `indefinite_collapse` passes the resulting vector to the main theorem.

The proof of `energy_lower_bound` normalises $c$, uses `hscale` for the common factor $r^2$, and multiplies the inequality through by the positive denominator. In `duplicated_function`, the formula `hq` evaluates both two-by-two forms. One direction applies `variational_collapse` to $(1,-1)$ and $(1,0)$; the other gives `nlinarith` the nonnegative product $(a-b)(c_0^2+c_1^2)$.

## A limit that remembers the sign of the norm

The central Mathlib device is the filter `𝓝[>] 0`, which describes approach to zero through positive numbers. It appears twice in `hden`: $t$ tends to zero from above, and so does the squared norm $q_S(z+tw)$. Convergence to the ordinary neighbourhood filter `𝓝 0` would lose the sign of the denominator, and with it the sign of the diverging quotient.

The lemma `tendsto_nhdsWithin_iff` divides the claim about the norm into two parts. Continuity gives the limit zero, and the inequalities `h1` and `h2` give positivity for $t>0$. Composition with `tendsto_inv_nhdsGT_zero` then sends the reciprocal norm to $+\infty$, and `neg_mul_atTop` multiplies it by a numerator with a negative limit.

The same filter leads back from the limit to a single trial vector. Combined with the limit from `energy_tendsto_atBot`, the lemma `eventually_lt_atBot E` shows that the energy lies below `E` for all sufficiently small positive $t$. Combining this with `self_mem_nhdsWithin` and taking `.exists` yields one value of $t$ that is positive and has the required energy.
